# Starting from pure A, the intermediate of first-order A → B → C peaks once, at ln(k₂/k₁)/(k₂ − k₁) for k₁ ≠ k₂

A turns into B with rate constant k₁, and B turns into C with rate constant k₂. Both steps are irreversible, and the constants stand for fixed conditions such as constant temperature. At t = 0 there is an amount a₀ of A and no B. All quantities are real numbers in consistent units.

```lean
import Mathlib

open Real Set

namespace ConsecutiveReactions

noncomputable section
```

The first line loads the Mathlib library, and `open` allows short names such as `exp` and `log` (the natural logarithm).

```lean
/-- The amount of B at time `t` in A → B → C with distinct rate constants, for unit initial amount
of A and no B. -/
def intermediate (k₁ k₂ t : ℝ) : ℝ :=
  k₁ * (exp (-k₁ * t) - exp (-k₂ * t)) / (k₂ - k₁)
```

This defines the amount of B for a₀ = 1, written b(t) below:

b(t) = k₁ (exp(−k₁t) − exp(−k₂t))/(k₂ − k₁)

```lean
/-- The time `ln(k₂/k₁)/(k₂ - k₁)`. -/
def peakTime (k₁ k₂ : ℝ) : ℝ := log (k₂ / k₁) / (k₂ - k₁)
```

This time is written T below. Lean sets division by zero to 0, so both definitions carry their intended meaning only for k₁ ≠ k₂.

```lean
/-- The rate equations of A → B → C for the amounts of A and B at times `t ≥ 0`,
starting from the amount `a₀` of A and no B. -/
structure RateEquations (k₁ k₂ a₀ : ℝ) (A B : ℝ → ℝ) : Prop where
  init_A : A 0 = a₀
  init_B : B 0 = 0
  rate_A : ∀ t ≥ 0, HasDerivWithinAt A (-k₁ * A t) (Ici 0) t
  rate_B : ∀ t ≥ 0, HasDerivWithinAt B (k₁ * A t - k₂ * B t) (Ici 0) t
```

`RateEquations` is a statement about two functions A and B: they have the right initial values and satisfy, for t ≥ 0,

A′ = −k₁A,  B′ = k₁A − k₂B

`Ici 0` is the half-line [0, ∞), and `HasDerivWithinAt` takes the derivative within it, so it is one-sided at t = 0. C is left out because it does not act back on A or B.

## The closed formula is the only solution

```lean
private lemma intermediate_mul {k₁ k₂ : ℝ} (hd : k₂ - k₁ ≠ 0) (t : ℝ) :
    k₁ * (exp (-k₁ * t) - exp (-k₂ * t)) = intermediate k₁ k₂ t * (k₂ - k₁) :=
  (div_eq_iff hd).mp rfl
```

This is the definition of b with the denominator cleared. In Lean, assumptions stand before the last main colon and the claim after it; here `hd` is the assumption k₂ − k₁ ≠ 0.

```lean
private lemma hasDerivAt_decay (k t : ℝ) :
    HasDerivAt (fun s => exp (-k * s)) (-k * exp (-k * t)) t := by
  have h : HasDerivAt (fun s : ℝ => -k * s) (-k) t :=
    ((hasDerivAt_id t).const_mul (-k)).congr_deriv (mul_one _)
  exact h.exp.congr_deriv (mul_comm _ _)
```

The derivative of exp(−kt) is −k exp(−kt).

```lean
/-- For distinct rate constants the closed formula for B obeys `B' = k₁ exp(-k₁ t) - k₂ B`. -/
theorem hasDerivAt_intermediate {k₁ k₂ : ℝ} (hk : k₁ ≠ k₂) (t : ℝ) :
    HasDerivAt (intermediate k₁ k₂)
      (k₁ * exp (-k₁ * t) - k₂ * intermediate k₁ k₂ t) t := by
  have hd : k₂ - k₁ ≠ 0 := sub_ne_zero.mpr hk.symm
  have h : HasDerivAt (intermediate k₁ k₂)
      (k₁ * (-k₁ * exp (-k₁ * t) - -k₂ * exp (-k₂ * t)) / (k₂ - k₁)) t :=
    (((hasDerivAt_decay k₁ t).sub (hasDerivAt_decay k₂ t)).const_mul k₁).div_const _
  refine h.congr_deriv ?_
  rw [div_eq_iff hd]
  linear_combination (-k₂) * intermediate_mul hd t
```

By hand, differentiation gives

b′ = k₁ (−k₁ exp(−k₁t) + k₂ exp(−k₂t))/(k₂ − k₁)

The bracket equals (k₂ − k₁) exp(−k₁t) − k₂ (exp(−k₁t) − exp(−k₂t)), hence

b′ = k₁ exp(−k₁t) − k₂b

The tactic `linear_combination` does this last rearrangement: it checks that the goal follows by algebra from the stated multiple of a known equation.

```lean
/-- For distinct rate constants the closed formulas for A and B, scaled by the initial
amount `a₀`, solve the rate equations. -/
theorem rateEquations_witness {k₁ k₂ : ℝ} (hk : k₁ ≠ k₂) (a₀ : ℝ) :
    RateEquations k₁ k₂ a₀ (fun t => a₀ * exp (-k₁ * t))
      (fun t => a₀ * intermediate k₁ k₂ t) where
  init_A := by simp
  init_B := by simp [intermediate]
  rate_A := by
    intro t _
    have h : HasDerivAt (fun t => a₀ * exp (-k₁ * t)) (-k₁ * (a₀ * exp (-k₁ * t))) t :=
      ((hasDerivAt_decay k₁ t).const_mul a₀).congr_deriv (by ring)
    exact h.hasDerivWithinAt
  rate_B := by
    intro t _
    have h : HasDerivAt (fun t => a₀ * intermediate k₁ k₂ t)
        (k₁ * (a₀ * exp (-k₁ * t)) - k₂ * (a₀ * intermediate k₁ k₂ t)) t :=
      ((hasDerivAt_intermediate hk t).const_mul a₀).congr_deriv (by ring)
    exact h.hasDerivWithinAt
```

Multiplying by a₀ gives a solution, A = a₀ exp(−k₁t) and B = a₀b(t). The initial values follow by substitution.

```lean
/-- A quantity that decays by `y' = -k y` on `t ≥ 0` equals `y(0) exp(-k t)`. -/
theorem decay_unique {k : ℝ} {y : ℝ → ℝ}
    (hy : ∀ t ≥ 0, HasDerivWithinAt y (-k * y t) (Ici 0) t) {t : ℝ} (ht : 0 ≤ t) :
    y t = y 0 * exp (-k * t) := by
  -- the integrating factor makes the product constant
  have hd : ∀ s ≥ 0, HasDerivWithinAt (fun s => y s * exp (- -k * s)) 0 (Ici 0) s := by
    intro s hs
    have h : HasDerivWithinAt (fun s => y s * exp (- -k * s))
        (-k * y s * exp (- -k * s) + y s * (- -k * exp (- -k * s))) (Ici 0) s :=
      (hy s hs).mul (hasDerivAt_decay (-k) s).hasDerivWithinAt
    exact h.congr_deriv (by ring)
  have hc : y t * exp (- -k * t) = y 0 * exp (- -k * 0) :=
    constant_of_has_deriv_right_zero (f := fun s => y s * exp (- -k * s)) (a := 0) (b := t)
      (fun s hs => (hd s hs.1).continuousWithinAt.mono Icc_subset_Ici_self)
      (fun s hs => (hd s hs.1).mono (Ici_subset_Ici.mpr hs.1)) t ⟨ht, le_rfl⟩
  rw [mul_zero, Real.exp_zero, mul_one] at hc
  have he : exp (- -k * t) * exp (-k * t) = 1 := by
    rw [← Real.exp_add, show - -k * t + -k * t = 0 by ring, Real.exp_zero]
  linear_combination exp (-k * t) * hc - y t * he
```

If y′ = −ky, the integrating factor exp(kt) gives

(y exp(kt))′ = −ky exp(kt) + ky exp(kt) = 0

The product therefore keeps its initial value y(0), and y(t) = y(0) exp(−kt). Lean writes the factor with `- -k` because it reuses the derivative of exp(−kt) with −k in place of k.

```lean
/-- Every solution of the rate equations with distinct rate constants is given by the
closed formulas at all times `t ≥ 0`. -/
theorem rateEquations_unique {k₁ k₂ a₀ : ℝ} {A B : ℝ → ℝ} (hk : k₁ ≠ k₂)
    (h : RateEquations k₁ k₂ a₀ A B) {t : ℝ} (ht : 0 ≤ t) :
    A t = a₀ * exp (-k₁ * t) ∧ B t = a₀ * intermediate k₁ k₂ t := by
  have hA : ∀ s ≥ 0, A s = a₀ * exp (-k₁ * s) := fun s hs => by
    have h1 := decay_unique h.rate_A hs
    rwa [h.init_A] at h1
  -- the deviation of B from the formula decays freely and starts at zero
  have hD : ∀ s ≥ 0, HasDerivWithinAt (fun s => B s - a₀ * intermediate k₁ k₂ s)
      (-k₂ * (B s - a₀ * intermediate k₁ k₂ s)) (Ici 0) s := by
    intro s hs
    have h1 : HasDerivWithinAt (fun s => B s - a₀ * intermediate k₁ k₂ s)
        ((k₁ * A s - k₂ * B s) - a₀ * (k₁ * exp (-k₁ * s) - k₂ * intermediate k₁ k₂ s))
        (Ici 0) s :=
      (h.rate_B s hs).sub ((hasDerivAt_intermediate hk s).const_mul a₀).hasDerivWithinAt
    exact h1.congr_deriv (by rw [hA s hs]; ring)
  have h0 : B t - a₀ * intermediate k₁ k₂ t
      = (B 0 - a₀ * intermediate k₁ k₂ 0) * exp (-k₂ * t) :=
    decay_unique (k := k₂) (y := fun s => B s - a₀ * intermediate k₁ k₂ s) hD ht
  have hI : intermediate k₁ k₂ 0 = 0 := by simp [intermediate]
  rw [h.init_B, hI] at h0
  exact ⟨hA t ht, by linear_combination h0⟩
```

The previous theorem gives A = a₀ exp(−k₁t). Let D = B − a₀b. Then

D′ = k₁A − k₂B − a₀(k₁ exp(−k₁t) − k₂b) = −k₂D

Since D(0) = 0, the same theorem gives D = 0, so B = a₀b for all t ≥ 0.

## Formation and loss balance at T

```lean
/-- For distinct positive rate constants, `k₁ exp(-k₁ t)` equals `k₂ exp(-k₂ t)` at the peak time.
-/
theorem peak_balance {k₁ k₂ : ℝ} (h₁ : 0 < k₁) (h₂ : 0 < k₂) (hk : k₁ ≠ k₂) :
    k₁ * exp (-k₁ * peakTime k₁ k₂) = k₂ * exp (-k₂ * peakTime k₁ k₂) := by
  have hd : k₂ - k₁ ≠ 0 := sub_ne_zero.mpr hk.symm
  have hT : log (k₂ / k₁) = peakTime k₁ k₂ * (k₂ - k₁) := (div_eq_iff hd).mp rfl
  have h3 : k₂ = k₂ / k₁ * k₁ := (div_eq_iff h₁.ne').mp rfl
  have h4 : exp (-k₁ * peakTime k₁ k₂) = exp (-k₂ * peakTime k₁ k₂) * (k₂ / k₁) := by
    rw [← Real.exp_log (div_pos h₂ h₁), hT, ← Real.exp_add]
    congr 1
    ring
  linear_combination k₁ * h4 - exp (-k₂ * peakTime k₁ k₂) * h3
```

By definition (k₂ − k₁)T = ln(k₂/k₁), so exp((k₂ − k₁)T) = k₂/k₁. Multiplying by k₁ exp(−k₂T) gives

k₁ exp(−k₁T) = k₂ exp(−k₂T)

```lean
/-- For distinct positive rate constants and unit initial amount of A, the amount of B at the peak
time is `(k₁/k₂)^(k₂/(k₂ - k₁))`. -/
theorem peak_height {k₁ k₂ : ℝ} (h₁ : 0 < k₁) (h₂ : 0 < k₂) (hk : k₁ ≠ k₂) :
    intermediate k₁ k₂ (peakTime k₁ k₂) = (k₁ / k₂) ^ (k₂ / (k₂ - k₁)) := by
  have hd : k₂ - k₁ ≠ 0 := sub_ne_zero.mpr hk.symm
  have h : intermediate k₁ k₂ (peakTime k₁ k₂) = exp (-k₂ * peakTime k₁ k₂) :=
    mul_right_cancel₀ hd (by
      linear_combination peak_balance h₁ h₂ hk - intermediate_mul hd (peakTime k₁ k₂))
  have hl : log (k₁ / k₂) = -log (k₂ / k₁) := by rw [← Real.log_inv, inv_div]
  rw [h, Real.rpow_def_of_pos (div_pos h₁ h₂), hl]
  unfold peakTime
  congr 1
  ring
```

Inserting the balance into b(T) gives

b(T) = (k₂ − k₁) exp(−k₂T)/(k₂ − k₁) = exp(−k₂T)

The balance thus says that B forms at the rate k₁ exp(−k₁T) and is lost at the equal rate k₂b(T). Inserting T,

b(T) = exp(−k₂ ln(k₂/k₁)/(k₂ − k₁)) = (k₁/k₂)^(k₂/(k₂ − k₁))

## Convexity makes the maximum strict

```lean
private lemma exp_chord {p q s : ℝ} (hp : 0 < p) (hpq : p < q) (hs : s ≠ 0) :
    q * (exp (-p * s) - 1) < p * (exp (-q * s) - 1) := by
  have hq : 0 < q := hp.trans hpq
  have hr : p = p / q * q := (div_eq_iff hq.ne').mp rfl
  have h1 : p / q < 1 := (div_lt_one hq).mpr hpq
  -- `-p s` lies strictly between `0` and `-q s`
  have h := strictConvexOn_exp.2 (mem_univ (0 : ℝ)) (mem_univ (-q * s))
    (mul_ne_zero (neg_ne_zero.mpr hq.ne') hs).symm
    (sub_pos.mpr h1) (div_pos hp hq) (by ring)
  simp only [smul_eq_mul, mul_zero, zero_add, Real.exp_zero, mul_one] at h
  rw [show p / q * (-q * s) = -p * s by linear_combination s * hr] at h
  have h2 := mul_lt_mul_of_pos_left h hq
  have h3 : q * (1 - p / q + p / q * exp (-q * s)) = q - p + p * exp (-q * s) := by
    linear_combination (1 - exp (-q * s)) * hr
  rw [h3] at h2
  linarith
```

For 0 < p < q and s ≠ 0, the claim is

q (exp(−ps) − 1) < p (exp(−qs) − 1)

The proof turns on Mathlib's `strictConvexOn_exp`, which says that the exponential lies strictly below its chords. It is a pair: the first part says that the domain is convex, and the second, selected by `.2`, is the inequality. That inequality needs two different points and two positive weights with sum 1. Here the points are 0 and −qs, with weights 1 − p/q and p/q, and their weighted mean is −ps. Hence

exp(−ps) < 1 − p/q + (p/q) exp(−qs)

Multiplying by q and subtracting q gives the claim.

```lean
/-- For distinct positive rate constants, the closed formula for B is strictly smaller at any other
time than at the peak time. -/
theorem intermediate_lt_peak {k₁ k₂ t : ℝ} (h₁ : 0 < k₁) (h₂ : 0 < k₂) (hk : k₁ ≠ k₂)
    (ht : t ≠ peakTime k₁ k₂) :
    intermediate k₁ k₂ t < intermediate k₁ k₂ (peakTime k₁ k₂) := by
  have hd : k₂ - k₁ ≠ 0 := sub_ne_zero.mpr hk.symm
  have hbal := peak_balance h₁ h₂ hk
  have hmT := intermediate_mul hd (peakTime k₁ k₂)
  have hmt := intermediate_mul hd t
  generalize peakTime k₁ k₂ = T at *
  have hs : t - T ≠ 0 := sub_ne_zero.mpr ht
  have hshift : ∀ k : ℝ, exp (-k * t) = exp (-k * T) * exp (-k * (t - T)) := fun k => by
    rw [← Real.exp_add]
    congr 1
    ring
  -- measure time from the peak
  have key : (intermediate k₁ k₂ t - intermediate k₁ k₂ T) * (k₂ - k₁) = exp (-k₂ * T) *
      (k₂ * (exp (-k₁ * (t - T)) - 1) - k₁ * (exp (-k₂ * (t - T)) - 1)) := by
    linear_combination hmT - hmt + k₁ * hshift k₁ - k₁ * hshift k₂
      + (exp (-k₁ * (t - T)) - 1) * hbal
  have hc := Real.exp_pos (-k₂ * T)
  by_contra hn
  have hn' := sub_nonneg.mpr (not_lt.mp hn)
  rcases lt_or_gt_of_ne hk with hlt | hgt
  · have h3 := mul_neg_of_pos_of_neg hc (sub_neg.mpr (exp_chord h₁ hlt hs))
    have h4 := mul_nonneg hn' (sub_nonneg.mpr hlt.le)
    linarith
  · have h3 := mul_pos hc (sub_pos.mpr (exp_chord h₂ hgt hs))
    have h4 := mul_nonneg hn' (sub_nonneg.mpr hgt.le)
    linarith
```

Let s = t − T. Splitting each exponential at T and using the balance gives

(k₂ − k₁)(b(t) − b(T)) = exp(−k₂T) [k₂ (exp(−k₁s) − 1) − k₁ (exp(−k₂s) − 1)]

This is `key` in the code. If k₁ < k₂, the chord inequality makes the bracket negative while k₂ − k₁ is positive. If k₂ < k₁, both signs are reversed. Either way b(t) < b(T). Lean assumes the opposite and reaches a contradiction in each case.

```lean
/-- In every solution of the rate equations with distinct positive rate constants and a positive
initial amount `a₀` of A, B has its unique maximum on `t ≥ 0` at the positive time `ln(k₂/k₁)/(k₂ -
k₁)`, with height `a₀ (k₁/k₂)^(k₂/(k₂ - k₁))`. -/
theorem intermediate_maximum {k₁ k₂ a₀ : ℝ} {A B : ℝ → ℝ} (h₁ : 0 < k₁) (h₂ : 0 < k₂)
    (hk : k₁ ≠ k₂) (ha : 0 < a₀) (h : RateEquations k₁ k₂ a₀ A B) :
    0 < peakTime k₁ k₂ ∧
    B (peakTime k₁ k₂) = a₀ * (k₁ / k₂) ^ (k₂ / (k₂ - k₁)) ∧
    ∀ t ≥ 0, t ≠ peakTime k₁ k₂ → B t < B (peakTime k₁ k₂) := by
  have hT : 0 < peakTime k₁ k₂ := by
    unfold peakTime
    rcases lt_or_gt_of_ne hk with hlt | hgt
    · exact div_pos (Real.log_pos ((one_lt_div h₁).mpr hlt)) (sub_pos.mpr hlt)
    · exact div_pos_of_neg_of_neg
        (Real.log_neg (div_pos h₂ h₁) ((div_lt_one h₁).mpr hgt)) (sub_neg.mpr hgt)
  have hB := (rateEquations_unique hk h hT.le).2
  refine ⟨hT, by rw [hB, peak_height h₁ h₂ hk], fun t ht hne => ?_⟩
  rw [hB, (rateEquations_unique hk h ht).2]
  exact mul_lt_mul_of_pos_left (intermediate_lt_peak h₁ h₂ hk hne) ha
```

Here `∧` means "and". For any solution with a₀ > 0 and distinct positive rate constants, T is positive, B(T) has the stated height, and B is strictly smaller at every other t ≥ 0. T is positive because ln(k₂/k₁) and k₂ − k₁ have the same sign. The rest follows from B = a₀b and the two preceding results on b.

The condition k₂ > 0 matters. For k₂ = 0, B is stable and

B(t) = a₀ (1 − exp(−k₁t))

This rises towards a₀ forever and has no maximum.

For a scheme of just these two irreversible steps with constant coefficients, the peak time and height give exact values against which a numerical integrator of rate or master equations can be compared.

## Equal rate constants move the peak to 1/k

```lean
/-- For equal rate constants `k`, the rate equations are solved by `A = a₀ exp(-k t)` and
`B = a₀ k t exp(-k t)`. -/
theorem equal_rates_solution (k a₀ : ℝ) :
    RateEquations k k a₀ (fun t => a₀ * exp (-k * t))
      (fun t => a₀ * (k * t * exp (-k * t))) where
  init_A := by simp
  init_B := by simp
  rate_A := by
    intro t _
    have h : HasDerivAt (fun t => a₀ * exp (-k * t)) (-k * (a₀ * exp (-k * t))) t :=
      ((hasDerivAt_decay k t).const_mul a₀).congr_deriv (by ring)
    exact h.hasDerivWithinAt
  rate_B := by
    intro t _
    have h : HasDerivAt (fun t => a₀ * (k * t * exp (-k * t)))
        (a₀ * (k * 1 * exp (-k * t) + k * t * (-k * exp (-k * t)))) t :=
      (((hasDerivAt_id t).const_mul k).mul (hasDerivAt_decay k t)).const_mul a₀
    exact (h.congr_deriv (by ring)).hasDerivWithinAt
```

For k₁ = k₂ = k, take A = a₀ exp(−kt) and B = a₀kt exp(−kt). The product rule gives

B′ = a₀k exp(−kt) − a₀k²t exp(−kt) = kA − kB

```lean
/-- For equal rate constants `k > 0`, the profile `k t exp(-k t)` is strictly smaller at any
time other than `1/k` than its value `exp(-1)` at `1/k`. -/
theorem equal_rates_peak {k : ℝ} (hk : 0 < k) :
    k * (1 / k) * exp (-k * (1 / k)) = exp (-1) ∧
    ∀ t, t ≠ 1 / k → k * t * exp (-k * t) < exp (-1) := by
  have h1 : k * (1 / k) = 1 := mul_one_div_cancel hk.ne'
  refine ⟨by rw [neg_mul, h1, one_mul], fun t ht => ?_⟩
  have hne : k * t - 1 ≠ 0 := fun h => ht ((eq_div_iff hk.ne').mpr (by linarith))
  have h2 := mul_lt_mul_of_pos_right (Real.add_one_lt_exp hne) (Real.exp_pos (-k * t))
  rw [← Real.exp_add, show k * t - 1 + -k * t = -1 by ring, sub_add_cancel] at h2
  exact h2

end

end ConsecutiveReactions
```

At t = 1/k the profile kt exp(−kt) equals exp(−1). For any other t, u = kt − 1 is nonzero, and 1 + u < exp(u) reads

kt < exp(kt − 1)

Multiplying by exp(−kt) gives kt exp(−kt) < exp(−1). For a₀ > 0 the solution above therefore peaks at 1/k with height a₀/e. Uniqueness of solutions is stated only for distinct rate constants.

```lean
#print axioms ConsecutiveReactions.intermediate_maximum
#print axioms ConsecutiveReactions.equal_rates_solution
#print axioms ConsecutiveReactions.equal_rates_peak
```

```
'ConsecutiveReactions.intermediate_maximum' depends on axioms: [propext, Classical.choice, Quot.sound]
'ConsecutiveReactions.equal_rates_solution' depends on axioms: [propext, Classical.choice, Quot.sound]
'ConsecutiveReactions.equal_rates_peak' depends on axioms: [propext, Classical.choice, Quot.sound]
```
